# The lens transform: twice continuously differentiable free waves become harmonic-oscillator waves for $|t|<\pi/2$

## Solving a wave equation at a point

A free particle and a particle in a harmonic trap obey different Schrödinger equations, yet a change of variables, together with a prefactor, carries twice continuously differentiable solutions of the first into solutions of the second over half an oscillator period. Here "solution" is meant pointwise: a wave function is a complex function of position and time, and it solves the equation at a point if it is differentiable in position everywhere at that time, and its second space derivative and first time derivative exist at the point and satisfy the equation there. No Hilbert space enters this definition.

In one dimension, with $\hbar=m=\omega=1$, the two equations are

$$i\psi_s=-\tfrac12\psi_{yy},\qquad i\varphi_t=-\tfrac12\varphi_{xx}+\tfrac12x^2\varphi .$$

The lens transform of $\psi(y,s)$ is

$$\varphi(x,t)=A(x,t)\,\psi\!\left(\frac{x}{\cos t},\tan t\right),\qquad A(x,t)=(\cos t)^{-1/2}e^{-ix^2\tan t/2}.$$

For $\psi$ twice continuously differentiable in $(y,s)$ jointly, $\psi$ solves the free equation everywhere if and only if $\varphi$ solves the oscillator equation for all $x$ and all $|t|<\pi/2$. A free Gaussian wave packet, which is known in closed form, thus gives a reference solution for a program that propagates a single particle in a one-dimensional harmonic trap, at times less than a quarter period from $t=0$.

## The free equation inside the oscillator equation

Write $c=\cos t$ and $\tau=\tan t$, and evaluate $\psi$ and its derivatives at $(x/c,\tau)$. Since $A_x=-ix\tau A$,

$$\varphi_x=A\left(\frac{\psi_y}{c}-ix\tau\psi\right),$$

$$\varphi_{xx}=A\left(\frac{\psi_{yy}}{c^2}-\frac{2ix\tau}{c}\psi_y-i\tau\psi-x^2\tau^2\psi\right).$$

For the time derivative, $\frac{d}{dt}c^{-1/2}=\frac{\tau}{2}c^{-1/2}$, $\frac{d}{dt}(x/c)=x\tau/c$ and $\frac{d}{dt}\tau=1/c^2$, so

$$\varphi_t=A\left[\left(\frac{\tau}{2}-\frac{ix^2}{2c^2}\right)\psi+\frac{x\tau}{c}\psi_y+\frac{\psi_s}{c^2}\right].$$

In $i\varphi_t+\frac12\varphi_{xx}-\frac12x^2\varphi$ the terms with $\psi_y$ cancel, as do those with $i\tau\psi/2$. What remains is

$$\frac{A}{c^2}\left(i\psi_s+\tfrac12\psi_{yy}\right)+\frac{A x^2}{2}\left(\frac1{c^2}-\tau^2-1\right)\psi .$$

The last bracket vanishes because $1/\cos^2t=1+\tan^2t$. As $A/c^2\neq0$, each equation holds at its point exactly when the other holds at the corresponding point. Every free point $(y,s)$ is reached, by $t=\arctan s$ and $x=y\cos t$, and this gives the global equivalence.

## Probability and plane waves

The phase drops out of $|\varphi|^2=c^{-1}|\psi(x/c,\tau)|^2$, and the substitution $y=x/c$ gives $\int|\varphi|^2dx=\int|\psi|^2dy$.

The plane wave $e^{i(ky-k^2s/2)}$ is a free solution, since $i\psi_s=\frac{k^2}{2}\psi=-\frac12\psi_{yy}$. Adding its phase to that of $A$ gives the oscillator solution

$$\varphi(x,t)=(\cos t)^{-1/2}\exp\!\left[i\left(\frac{kx}{\cos t}-\frac{(x^2+k^2)\tan t}{2}\right)\right].$$

It is not normalisable: its density $1/\cos t$ is uniform in space.

## The statement in Lean

`SolvesAt V ψ x t` says that $\psi(\cdot,t)$ has a derivative at every position, that this derivative is differentiable at `x`, that the time derivative exists at `t`, and that the equation with the real, time-independent potential `V` holds there. The free potential is `fun _ => 0`, the trap is `fun z => z ^ 2 / 2`, and `lensFactor` is $A$.

In `lens_transform`, the hypothesis `ContDiff ℝ 2` is the joint smoothness of $\psi$. The pointwise version `lens_solvesAt_iff` assumes `0 < Real.cos t`; where the cosine is not positive, Lean's real square root makes `lensFactor` zero and the formula loses its meaning. `lens_probability` needs only a positive cosine and square integrability at the free time $\tan t$, not the Schrödinger equation.

The theorems on the two equations concern pointwise solutions; the unitary time evolution generated by the Hamiltonian on square-integrable states is not treated.

```lean
import Mathlib

open Complex (I)
open MeasureTheory

namespace LensTransform

noncomputable section

/-- At time `t` the wave function `ψ` is differentiable in position everywhere, and at position `x`
it has a second space derivative and a first time derivative and satisfies `i ψ_t = -ψ_xx / 2 + V ψ`
there. -/
def SolvesAt (V : ℝ → ℝ) (ψ : ℝ → ℝ → ℂ) (x t : ℝ) : Prop :=
  ∃ (ψx : ℝ → ℂ) (ψxx ψt : ℂ), (∀ z, HasDerivAt (fun y => ψ y t) (ψx z) z) ∧
    HasDerivAt ψx ψxx x ∧ HasDerivAt (fun s => ψ x s) ψt t ∧
    I * ψt = -ψxx / 2 + (V x : ℂ) * ψ x t

/-- The prefactor `(cos t)^(-1/2) exp(-i x² tan t / 2)`, for times with `cos t > 0`. -/
def lensFactor (x t : ℝ) : ℂ :=
  (((Real.sqrt (Real.cos t))⁻¹ : ℝ) : ℂ) *
    Complex.exp (((-(x ^ 2 * Real.tan t / 2) : ℝ) : ℂ) * I)

/-- The lens transform `φ(x,t) = (cos t)^(-1/2) exp(-i x² tan t / 2) ψ(x / cos t, tan t)`,
for times with `cos t > 0`. -/
def lens (ψ : ℝ → ℝ → ℂ) (x t : ℝ) : ℂ :=
  lensFactor x t * ψ (x / Real.cos t) (Real.tan t)

/-- The free plane wave `exp(i (k y - k² s / 2))` of wave number `k`. -/
def planeWave (k y s : ℝ) : ℂ :=
  Complex.exp (((k * y - k ^ 2 * s / 2 : ℝ) : ℂ) * I)

/-- Once the derivatives of a wave function are known, solving the Schrödinger equation at a
point is an algebraic relation between them. -/
theorem solvesAt_iff {V : ℝ → ℝ} {ψ : ℝ → ℝ → ℂ} {x t : ℝ} {a : ℝ → ℂ} {b c : ℂ}
    (h1 : ∀ z, HasDerivAt (fun y => ψ y t) (a z) z) (h2 : HasDerivAt a b x)
    (h3 : HasDerivAt (fun s => ψ x s) c t) :
    SolvesAt V ψ x t ↔ I * c = -b / 2 + (V x : ℂ) * ψ x t := by
  constructor
  · rintro ⟨p, q, r, hp, hq, hr, h⟩
    have e : p = a := funext fun z => (hp z).unique (h1 z)
    rw [e] at hq
    rw [hq.unique h2, hr.unique h3] at h
    exact h
  · intro h
    exact ⟨a, b, c, h1, h2, h3, h⟩

/-- The spatial derivative of the prefactor is the prefactor times `-i x tan t`. -/
theorem lensFactor_hasDerivAt (x t : ℝ) :
    HasDerivAt (fun z => lensFactor z t) (lensFactor x t * (-(x * Real.tan t * I))) x := by
  have hsq : HasDerivAt (fun z : ℝ => z ^ 2) (2 * x) x := by
    simpa using hasDerivAt_pow 2 x
  have hg : HasDerivAt (fun z : ℝ => -(z ^ 2 * Real.tan t / 2)) (-(x * Real.tan t)) x :=
    ((hsq.mul_const (Real.tan t)).div_const 2).fun_neg.congr_deriv (by ring)
  have h := ((hg.ofReal_comp.mul_const I).cexp).const_mul
    (((Real.sqrt (Real.cos t))⁻¹ : ℝ) : ℂ)
  exact h.congr_deriv (by simp only [lensFactor]; push_cast; ring)

/-- Stretching the length scale by `c` divides the spatial derivative by `c`. -/
theorem hasDerivAt_rescale {g : ℝ → ℂ} {d : ℂ} {x c : ℝ} (hg : HasDerivAt g d (x / c)) :
    HasDerivAt (fun z => g (z / c)) (d * (c : ℂ)⁻¹) x := by
  have hd : HasDerivAt (fun z : ℝ => z / c) (1 / c) x := (hasDerivAt_id' x).div_const c
  have h := HasDerivAt.scomp (h := fun z : ℝ => z / c) x hg hd
  exact h.congr_deriv (by
    rw [Complex.real_smul, Complex.ofReal_div, Complex.ofReal_one]; ring)

/-- The rate of change of a jointly differentiable wave function seen from a moving point
`(a(t), b(t))` of space and time is `a' ψ_y + b' ψ_s`. -/
theorem hasDerivAt_along {ψ : ℝ → ℝ → ℂ} {a b : ℝ → ℝ} {a' b' t : ℝ} {d e : ℂ}
    (hψ : DifferentiableAt ℝ (fun p : ℝ × ℝ => ψ p.1 p.2) (a t, b t))
    (ha : HasDerivAt a a' t) (hb : HasDerivAt b b' t)
    (hy : HasDerivAt (fun y => ψ y (b t)) d (a t))
    (hs : HasDerivAt (fun s => ψ (a t) s) e (b t)) :
    HasDerivAt (fun u => ψ (a u) (b u)) (a' * d + b' * e) t := by
  obtain ⟨L, hL⟩ := hψ
  have key : ∀ (f : ℝ → ℝ × ℝ) (f' : ℝ × ℝ) (x : ℝ), f x = (a t, b t) → HasDerivAt f f' x →
      HasDerivAt (fun u => ψ (f u).1 (f u).2) (L f') x := by
    intro f f' x hx hf
    rw [← hx] at hL
    exact hL.comp_hasDerivAt x hf
  -- the total derivative acts on the two axes as the partial derivatives
  have h1 : L ((1 : ℝ), (0 : ℝ)) = d :=
    (key (fun y => (y, b t)) _ (a t) rfl
      ((hasDerivAt_id' _).prodMk (hasDerivAt_const _ _))).unique hy
  have h2 : L ((0 : ℝ), (1 : ℝ)) = e :=
    (key (fun s => (a t, s)) _ (b t) rfl
      ((hasDerivAt_const _ _).prodMk (hasDerivAt_id' _))).unique hs
  have h := key (fun u => (a u, b u)) (a', b') t rfl (ha.prodMk hb)
  have hv : ((a', b') : ℝ × ℝ) = a' • ((1 : ℝ), (0 : ℝ)) + b' • ((0 : ℝ), (1 : ℝ)) := by
    ext <;> simp
  rw [hv, map_add, map_smul, map_smul, h1, h2, Complex.real_smul, Complex.real_smul] at h
  exact h

/-- The time derivative of the lens transform of a jointly differentiable wave function, at a
time with `cos t > 0`, in terms of `d = ψ_y` and `e = ψ_s` at `(x / cos t, tan t)`. -/
theorem lens_hasDerivAt_time {ψ : ℝ → ℝ → ℂ} {x t : ℝ} {d e : ℂ} (hc : 0 < Real.cos t)
    (hψ : DifferentiableAt ℝ (fun p : ℝ × ℝ => ψ p.1 p.2) (x / Real.cos t, Real.tan t))
    (hy : HasDerivAt (fun y => ψ y (Real.tan t)) d (x / Real.cos t))
    (hs : HasDerivAt (fun s => ψ (x / Real.cos t) s) e (Real.tan t)) :
    HasDerivAt (fun u => lens ψ x u) (lensFactor x t *
      ((Real.tan t / 2 - x ^ 2 * (Real.cos t : ℂ)⁻¹ ^ 2 / 2 * I) *
        ψ (x / Real.cos t) (Real.tan t) +
        x * Real.tan t * (Real.cos t : ℂ)⁻¹ * d + (Real.cos t : ℂ)⁻¹ ^ 2 * e)) t := by
  have hA : HasDerivAt (fun u => (Real.sqrt (Real.cos u))⁻¹)
      ((Real.sqrt (Real.cos t))⁻¹ * (Real.tan t / 2)) t := by
    have h := ((Real.hasDerivAt_cos t).sqrt hc.ne').inv (Real.sqrt_pos.2 hc).ne'
    exact h.congr_deriv (by
      rw [Real.sq_sqrt hc.le, Real.tan_eq_sin_div_cos]; ring)
  have hT := Real.hasDerivAt_tan hc.ne'
  have hE := (((hT.const_mul (x ^ 2)).div_const 2).fun_neg.ofReal_comp.mul_const I).cexp
  have ha : HasDerivAt (fun u => x / Real.cos u) (x * Real.tan t * (Real.cos t)⁻¹) t :=
    ((hasDerivAt_const t x).fun_div (Real.hasDerivAt_cos t) hc.ne').congr_deriv (by
      rw [Real.tan_eq_sin_div_cos]; ring)
  have hm := hasDerivAt_along (a := fun u => x / Real.cos u) (b := Real.tan) hψ ha hT hy hs
  have h := (hA.ofReal_comp.fun_mul hE).fun_mul hm
  exact h.congr_deriv (by simp only [lensFactor]; push_cast; ring)

/-- For a twice continuously differentiable `ψ` and `cos t > 0`, the lens transform solves the
oscillator equation at `(x, t)` exactly when `ψ` solves the free one at `(x / cos t, tan t)`. -/
theorem lens_solvesAt_iff {ψ : ℝ → ℝ → ℂ} (hψ : ContDiff ℝ 2 fun p : ℝ × ℝ => ψ p.1 p.2)
    {x t : ℝ} (hc : 0 < Real.cos t) :
    SolvesAt (fun z => z ^ 2 / 2) (lens ψ) x t ↔
      SolvesAt (fun _ => 0) ψ (x / Real.cos t) (Real.tan t) := by
  have hdiff : Differentiable ℝ fun p : ℝ × ℝ => ψ p.1 p.2 := hψ.differentiable (by norm_num)
  have h2 : ContDiff ℝ (1 + 1) fun y => ψ y (Real.tan t) := by
    rw [one_add_one_eq_two]
    exact hψ.comp (by fun_prop : ContDiff ℝ 2 fun y : ℝ => (y, Real.tan t))
  have h3 := contDiff_succ_iff_deriv.1 h2
  have hD := fun z => (h3.1 z).hasDerivAt
  have hDD := (h3.2.2.differentiable (by norm_num) (x / Real.cos t)).hasDerivAt
  have hs : Differentiable ℝ fun s => ψ (x / Real.cos t) s :=
    hdiff.comp (by fun_prop : Differentiable ℝ fun s : ℝ => (x / Real.cos t, s))
  have hS := (hs (Real.tan t)).hasDerivAt
  set D := deriv fun y => ψ y (Real.tan t)
  set q := deriv D (x / Real.cos t)
  set e := deriv (fun s => ψ (x / Real.cos t) s) (Real.tan t)
  -- first and second spatial derivatives of the transform
  have hx : ∀ z, HasDerivAt (fun y => lens ψ y t) (lensFactor z t *
      (D (z / Real.cos t) * (Real.cos t : ℂ)⁻¹ -
        z * (Real.tan t * I) * ψ (z / Real.cos t) (Real.tan t))) z := fun z =>
    ((lensFactor_hasDerivAt z t).fun_mul (hasDerivAt_rescale (hD _))).congr_deriv (by ring)
  have hid : HasDerivAt (fun z : ℝ => (z : ℂ)) 1 x := by
    simpa using (hasDerivAt_id' x).ofReal_comp
  have hxx := (lensFactor_hasDerivAt x t).fun_mul
    (((hasDerivAt_rescale hDD).mul_const (Real.cos t : ℂ)⁻¹).fun_sub
      ((hid.mul_const (Real.tan t * I)).fun_mul (hasDerivAt_rescale (hD (x / Real.cos t)))))
  rw [solvesAt_iff hx hxx (lens_hasDerivAt_time hc (hdiff _) (hD _) hS),
    solvesAt_iff hD hDD hS]
  have hk : (Real.cos t)⁻¹ ^ 2 = 1 + Real.tan t ^ 2 := by
    have hc0 := hc.ne'
    rw [Real.tan_eq_sin_div_cos]
    field_simp
    linarith [Real.sin_sq_add_cos_sq t]
  have hkc : (Real.cos t : ℂ)⁻¹ ^ 2 = 1 + (Real.tan t : ℂ) ^ 2 := by
    rw [← Complex.ofReal_inv, ← Complex.ofReal_pow, hk, Complex.ofReal_add,
      Complex.ofReal_one, Complex.ofReal_pow]
  have hI : I ^ 2 = -1 := Complex.I_sq
  have hK : lensFactor x t * (Real.cos t : ℂ)⁻¹ ^ 2 ≠ 0 :=
    mul_ne_zero (mul_ne_zero (Complex.ofReal_ne_zero.2 (inv_ne_zero (Real.sqrt_pos.2 hc).ne'))
      (Complex.exp_ne_zero _)) (pow_ne_zero 2 (inv_ne_zero (Complex.ofReal_ne_zero.2 hc.ne')))
  simp only [lens, Complex.ofReal_zero, Complex.ofReal_div, Complex.ofReal_pow,
    Complex.ofReal_ofNat]
  -- the two residuals differ by the nonzero factor in `hK`
  constructor
  · intro h
    apply mul_left_cancel₀ hK
    linear_combination h + lensFactor x t * ψ (x / Real.cos t) (Real.tan t) * x ^ 2 / 2 *
      (I ^ 2 * hkc + hI)
  · intro h
    linear_combination lensFactor x t * (Real.cos t : ℂ)⁻¹ ^ 2 * h -
      lensFactor x t * ψ (x / Real.cos t) (Real.tan t) * x ^ 2 / 2 * (I ^ 2 * hkc + hI)

/-- Lens transform: a twice continuously differentiable `ψ` solves the free Schrödinger equation
everywhere if and only if its lens transform solves `i φ_t = -φ_xx / 2 + x² φ / 2` for all `x`
and all `|t| < π / 2`. -/
theorem lens_transform {ψ : ℝ → ℝ → ℂ} (hψ : ContDiff ℝ 2 fun p : ℝ × ℝ => ψ p.1 p.2) :
    (∀ y s, SolvesAt (fun _ => 0) ψ y s) ↔
      ∀ x t, |t| < Real.pi / 2 → SolvesAt (fun z => z ^ 2 / 2) (lens ψ) x t := by
  constructor
  · intro h x t ht
    have hc := Real.cos_pos_of_mem_Ioo ⟨(abs_lt.1 ht).1, (abs_lt.1 ht).2⟩
    exact (lens_solvesAt_iff hψ hc).2 (h _ _)
  · intro h y s
    -- the free time `s` is reached at the oscillator time `arctan s`
    have hc := Real.cos_arctan_pos s
    have h1 := (lens_solvesAt_iff hψ hc).1 (h (y * Real.cos (Real.arctan s)) (Real.arctan s)
      (abs_lt.2 ⟨Real.neg_pi_div_two_lt_arctan s, Real.arctan_lt_pi_div_two s⟩))
    rwa [Real.tan_arctan, mul_div_cancel_right₀ _ hc.ne'] at h1

/-- If `cos t > 0` and `ψ` is square integrable at time `tan t`, its lens transform is square
integrable at time `t` with the same total probability. -/
theorem lens_probability {ψ : ℝ → ℝ → ℂ} {t : ℝ} (hc : 0 < Real.cos t)
    (h : Integrable fun y => ‖ψ y (Real.tan t)‖ ^ 2) :
    Integrable (fun x => ‖lens ψ x t‖ ^ 2) ∧
      ∫ x, ‖lens ψ x t‖ ^ 2 = ∫ y, ‖ψ y (Real.tan t)‖ ^ 2 := by
  have e : ∀ x, ‖lens ψ x t‖ ^ 2 =
      (Real.cos t)⁻¹ * ‖ψ (x / Real.cos t) (Real.tan t)‖ ^ 2 := by
    intro x
    simp only [lens, lensFactor, norm_mul, Complex.norm_exp_ofReal_mul_I, mul_one,
      Complex.norm_real, mul_pow, Real.norm_eq_abs, sq_abs, inv_pow, Real.sq_sqrt hc.le]
  simp only [e]
  refine ⟨(h.comp_div hc.ne').const_mul _, ?_⟩
  rw [integral_const_mul,
    Measure.integral_comp_div (fun y => ‖ψ y (Real.tan t)‖ ^ 2) (Real.cos t),
    abs_of_pos hc, smul_eq_mul, inv_mul_cancel_left₀ hc.ne']

/-- The plane wave of wave number `k` solves the free Schrödinger equation. -/
theorem planeWave_solves (k y s : ℝ) : SolvesAt (fun _ => 0) (planeWave k) y s := by
  have hx : ∀ z, HasDerivAt (fun y => planeWave k y s) (planeWave k z s * (k * I)) z := by
    intro z
    have h := ((((hasDerivAt_id' z).const_mul k).sub_const
      (k ^ 2 * s / 2)).ofReal_comp.mul_const I).cexp
    exact h.congr_deriv (by simp only [planeWave, mul_one])
  have ht : HasDerivAt (fun u => planeWave k y u) (planeWave k y s * (-(k ^ 2 / 2) * I)) s := by
    have h := (((((hasDerivAt_id' s).const_mul (k ^ 2)).div_const 2).const_sub
      (k * y)).ofReal_comp.mul_const I).cexp
    exact h.congr_deriv (by simp only [planeWave]; push_cast; ring)
  rw [solvesAt_iff hx ((hx y).mul_const (k * I)) ht, Complex.ofReal_zero]
  ring

/-- For every real `k`, the wave `(cos t)^(-1/2) exp(i (k x / cos t - (x² + k²) tan t / 2))`
solves the oscillator equation for `|t| < π / 2`. -/
theorem oscillator_planeWave (k x t : ℝ) (ht : |t| < Real.pi / 2) :
    SolvesAt (fun z => z ^ 2 / 2) (fun x t => (((Real.sqrt (Real.cos t))⁻¹ : ℝ) : ℂ) *
      Complex.exp (((k * x / Real.cos t - (x ^ 2 + k ^ 2) * Real.tan t / 2 : ℝ) : ℂ) * I))
      x t := by
  have hψ : ContDiff ℝ 2 fun p : ℝ × ℝ => planeWave k p.1 p.2 :=
    ((Complex.ofRealCLM.contDiff.comp (by fun_prop :
      ContDiff ℝ 2 fun p : ℝ × ℝ => k * p.1 - k ^ 2 * p.2 / 2)).mul contDiff_const).cexp
  have h := (lens_transform hψ).1 (planeWave_solves k) x t ht
  -- the two phases add up
  have e : lens (planeWave k) = fun x t => (((Real.sqrt (Real.cos t))⁻¹ : ℝ) : ℂ) *
      Complex.exp (((k * x / Real.cos t - (x ^ 2 + k ^ 2) * Real.tan t / 2 : ℝ) : ℂ) * I) := by
    funext x t
    have hp : k * x / Real.cos t - (x ^ 2 + k ^ 2) * Real.tan t / 2 =
        -(x ^ 2 * Real.tan t / 2) + (k * (x / Real.cos t) - k ^ 2 * Real.tan t / 2) := by ring
    simp only [lens, lensFactor, planeWave]
    rw [hp, Complex.ofReal_add, add_mul, Complex.exp_add]
    ring
  rwa [e] at h

end

end LensTransform
```

```lean
#print axioms LensTransform.lens_transform
#print axioms LensTransform.lens_probability
#print axioms LensTransform.oscillator_planeWave
```

```
'LensTransform.lens_transform' depends on axioms: [propext, Classical.choice, Quot.sound]
'LensTransform.lens_probability' depends on axioms: [propext, Classical.choice, Quot.sound]
'LensTransform.oscillator_planeWave' depends on axioms: [propext, Classical.choice, Quot.sound]
```

## From the derivatives to the equivalence

`solvesAt_iff` turns `SolvesAt` into an algebraic equation once the derivatives are known. `lensFactor_hasDerivAt` is $A_x=-ix\tau A$, and `hasDerivAt_rescale` supplies the factor $1/c$. `hasDerivAt_along` is the chain rule along a moving space-time point, from which `lens_hasDerivAt_time` obtains $\varphi_t$; there `d` and `e` stand for $\psi_y$ and $\psi_s$.

In `lens_solvesAt_iff`, `hx` and `hxx` are the two spatial derivatives, `hkc` is $1/c^2=1+\tau^2$, and `hK` says that $A/c^2\neq0$. The tactic `linear_combination` then checks the cancellation: it is told which multiples of the known equations to add, and ring algebra does the rest. `lens_transform` applies this at every point, with `Real.arctan` for the converse.

`lens_probability` rescales the integral. `planeWave_solves` differentiates the plane wave, and `oscillator_planeWave` transforms it and adds the phases.

## Derivatives as relations

`HasDerivAt f f' x` is a relation between a function, a number and a point, so a derivative is always handled together with the proof that it exists. Two operations carry the calculation. `congr_deriv` replaces the value produced by the product and chain rules with a tidier equal one, usually checked by `ring`. `unique` says that two derivatives of one function at one point agree; in `hasDerivAt_along` it identifies the total derivative along each axis with the corresponding partial derivative.

## Partial derivatives alone are too weak

Without any joint regularity the pointwise equivalence fails. Let $\psi(y,s)=0$ if $y=1$ or $s=1$, and $\psi(y,s)=1$ otherwise. Along both lines through $(1,1)$ the function vanishes, so the free equation holds there as $0=0$.

The corresponding oscillator point is $t=\pi/4$, $x=1/\sqrt2$. With this $x$ fixed, $\varphi$ is zero at $t=\pi/4$, while at nearby times $|\varphi|=(\cos t)^{-1/2}$, which tends to $2^{1/4}$. Hence $\varphi_t$ does not exist. The partial derivatives that `SolvesAt` requires at a point are therefore not enough for the equivalence at that point.
